# Extended Koopmans ionisation energies of an exact eigenstate are upper bounds to the lowest exact one in a finite-dimensional space

## States, matrices and energy zero

Let $H$ be a Hermitian operator on a finite-dimensional complex space, with lowest eigenvalue $e$. The inner product is conjugate-linear in its first argument. For vectors $x_i$, a real number $E_0$ and coefficients $c_i$, define

$$G_{ij}=\langle x_i,x_j\rangle,\quad V_{ij}=\langle x_i,(H-E_0)x_j\rangle,\quad y=\sum_i c_i x_i .$$

In the application, $H$ acts on $N-1$ electrons and $x_i=a_i\Psi$, where $a_i$ removes an electron from spin orbital $i$, $H_N\Psi=E_0\Psi$ and $\|\Psi\|=1$. Then $G$ is the one-particle density matrix, and $e-E_0$ is the lowest ionisation energy within the finite orbital basis if $\Psi$ is the ground state there; the complete-basis value may lie above or below it. For an exact eigenstate in a finite orbital basis, the roots $w$ of $Vc=wGc$ give ionisation energies, in general approximate ones, from one- and two-particle reduced density matrices.

## The bound and its equality case

If $Vc=wGc$ and $Gc\neq0$, then $w$ is real and $w\ge e-E_0$, with equality exactly when $Hy=ey$.

By linearity,

$$(Gc)_i=\langle x_i,y\rangle,\qquad (Vc)_i=\langle x_i,(H-E_0)y\rangle .$$

If $Gc=0$, then $\|y\|^2=\sum_i c_i^*\langle x_i,y\rangle=0$; conversely, $y=0$ gives $Gc=0$. So $Gc\ne0$ means $y\neq0$.

Multiply row $i$ of $Vc=wGc$ by $c_i^*$ and sum, which gives $\langle y,(H-E_0)y\rangle=w\|y\|^2$. Subtracting $(e-E_0)\|y\|^2$ from both sides,

$$\bigl(w-(e-E_0)\bigr)\|y\|^2=\langle y,(H-e)y\rangle=\sum_k(\varepsilon_k-e)\,|\langle b_k,y\rangle|^2\ge0,$$

where $b_k$ is an orthonormal eigenbasis with eigenvalues $\varepsilon_k\ge e$. Dividing by $\|y\|^2>0$ gives the bound. At equality every term vanishes, so $y$ has components only along $b_k$ with $\varepsilon_k=e$, and $Hy=ey$. Conversely, $Hy=ey$ makes the middle expression zero.

If $Hy=\mu y$ with $y\ne0$, then $(Vc)_i=(\mu-E_0)\langle x_i,y\rangle$, so $\mu-E_0$ is a root.

## Two levels by hand

The vectors here are chosen for easy arithmetic; they are not of the form $a_i\Psi$ with $\Psi$ normalised, whose norms are at most $1$. Take $H=\mathrm{diag}(-2,0)$ and $E_0=-3$, so $e-E_0=1$. The single vector $x_1=(1,1)$ gives $G=2$, $V=4$ and $w=2$. The normalised state $x_1/\sqrt2$ has energy $-1=w+E_0$.

Adding $x_2=(1,-1)$ gives

$$G=\begin{pmatrix}2&0\\0&2\end{pmatrix},\qquad V=\begin{pmatrix}4&-2\\-2&4\end{pmatrix},$$

with roots $1$ and $3$. The lower has $c=(1,1)$ and $y=(2,0)$, an eigenvector with eigenvalue $-2$, so the bound is attained.

## Why $c\neq0$ is too weak

Suppose instead that $x_2=x_1=(1,1)$. For $c=(1,-1)$ both $Vc$ and $Gc$ vanish, and every $w$ solves the equation, including $w=0<1$. Requiring only $c\neq0$ would therefore make the claim false for linearly dependent $x_i$.

## The statement in Lean

`overlap`, `koopmans` and `trial` are $G$, $V$ and $y$. `H.IsSymmetric` expresses hermiticity, and `IsGroundEnergy H e` says that $e$ is the least real eigenvalue. The root `w` is complex, so its reality is a conclusion: `w.im = 0`.

`ekt_ionisation` uses the matrix $\langle a_i\Psi,(Ha_j-a_jH_N)\Psi\rangle$. Its `a i` are arbitrary linear maps; anticommutation relations are not needed. The eigenvalue equation for $\Psi$ is assumed, so approximate wavefunctions are not covered. Nor does the theorem say that the lowest root reaches $e-E_0$.

```lean
import Mathlib

open Matrix

namespace ExtendedKoopmans

noncomputable section

variable {E : Type*} [NormedAddCommGroup E] [InnerProductSpace ℂ E]
variable {ι : Type*} [Fintype ι]

/-- The overlap matrix `G_ij = ⟨x_i, x_j⟩` of a family of states. -/
def overlap (x : ι → E) : Matrix ι ι ℂ :=
  Matrix.of fun i j => inner ℂ (x i) (x j)

/-- The Koopmans matrix `V_ij = ⟨x_i, (H - E0) x_j⟩`, with energies counted from `E0`. -/
def koopmans (H : E →ₗ[ℂ] E) (E0 : ℝ) (x : ι → E) : Matrix ι ι ℂ :=
  Matrix.of fun i j => inner ℂ (x i) (H (x j) - (E0 : ℂ) • x j)

/-- The trial state `∑ c_i x_i` with coefficients `c`. -/
def trial (x : ι → E) (c : ι → ℂ) : E := ∑ i, c i • x i

/-- The real number `e` is the lowest real eigenvalue of `H`. -/
def IsGroundEnergy (H : E →ₗ[ℂ] E) (e : ℝ) : Prop :=
  IsLeast {μ : ℝ | Module.End.HasEigenvalue H (μ : ℂ)} e

/-- A vector orthogonal to every `x_i` is orthogonal to every trial state built from them. -/
theorem trial_orthogonal (x : ι → E) (c : ι → ℂ) (v : E)
    (h : ∀ i, inner ℂ (x i) v = 0) : inner ℂ (trial x c) v = 0 := by
  rw [trial, sum_inner]
  refine Finset.sum_eq_zero fun i _ => ?_
  rw [inner_smul_left, h i, mul_zero]

/-- The components of `G c` are the overlaps of the `x_i` with the trial state. -/
theorem overlap_mulVec (x : ι → E) (c : ι → ℂ) (i : ι) :
    (overlap x *ᵥ c) i = inner ℂ (x i) (trial x c) := by
  rw [trial, inner_sum]
  simp only [overlap, Matrix.mulVec, dotProduct, Matrix.of_apply]
  refine Finset.sum_congr rfl fun j _ => ?_
  rw [inner_smul_right, mul_comm]

/-- The components of `V c` are the overlaps of the `x_i` with `H - E0` applied to the
trial state. -/
theorem koopmans_mulVec (H : E →ₗ[ℂ] E) (E0 : ℝ) (x : ι → E) (c : ι → ℂ) (i : ι) :
    (koopmans H E0 x *ᵥ c) i =
      inner ℂ (x i) (H (trial x c) - (E0 : ℂ) • trial x c) := by
  have hlin : H (trial x c) - (E0 : ℂ) • trial x c =
      ∑ j, c j • (H (x j) - (E0 : ℂ) • x j) := by
    simp only [trial, map_sum, map_smul, Finset.smul_sum, smul_sub, Finset.sum_sub_distrib]
    congr 1
    exact Finset.sum_congr rfl fun j _ => smul_comm _ _ _
  rw [hlin, inner_sum]
  simp only [koopmans, Matrix.mulVec, dotProduct, Matrix.of_apply]
  refine Finset.sum_congr rfl fun j _ => ?_
  rw [inner_smul_right, mul_comm]

/-- The overlap matrix annihilates `c` exactly when the trial state is the zero vector. -/
theorem overlap_mulVec_eq_zero_iff (x : ι → E) (c : ι → ℂ) :
    overlap x *ᵥ c = 0 ↔ trial x c = 0 := by
  constructor
  · intro h
    refine inner_self_eq_zero (𝕜 := ℂ).mp (trial_orthogonal x c _ fun i => ?_)
    rw [← overlap_mulVec, h, Pi.zero_apply]
  · intro h
    funext i
    rw [overlap_mulVec, h, inner_zero_right, Pi.zero_apply]

/-- For a root `w` of `V c = w G c` with trial state `y`, and any real `e`, the difference
`w - (e - E0)`, times `‖y‖²`, is `⟨y, (H - e) y⟩`. -/
theorem root_excess {H : E →ₗ[ℂ] E} {E0 : ℝ} {x : ι → E} {c : ι → ℂ} {w : ℂ}
    (h : koopmans H E0 x *ᵥ c = w • (overlap x *ᵥ c)) (e : ℝ) :
    (w - ((e - E0 : ℝ) : ℂ)) * ((‖trial x c‖ ^ 2 : ℝ) : ℂ) =
      inner ℂ (trial x c) (H (trial x c) - (e : ℂ) • trial x c) := by
  -- the residual is orthogonal to each `x_i`, hence to the trial state
  have hres := trial_orthogonal x c
    (H (trial x c) - (E0 : ℂ) • trial x c - w • trial x c) (fun i => by
      have hi := congrFun h i
      rw [koopmans_mulVec, Pi.smul_apply, overlap_mulVec, smul_eq_mul] at hi
      rw [inner_sub_right, hi, inner_smul_right, sub_self])
  have hn : inner ℂ (trial x c) (trial x c) = ((‖trial x c‖ ^ 2 : ℝ) : ℂ) :=
    (inner_self_eq_norm_sq_to_K (𝕜 := ℂ) (trial x c)).trans (Complex.ofReal_pow _ _).symm
  rw [← hn, Complex.ofReal_sub]
  simp only [inner_sub_right, inner_smul_right] at hres ⊢
  linear_combination -hres

/-- Variational principle: on a finite-dimensional space, for Hermitian `H` with lowest eigenvalue
`e`, the number `⟨y, (H - e) y⟩` is real and non-negative, and it vanishes only if `H y = e y`. -/
theorem variational_principle [FiniteDimensional ℂ E] {H : E →ₗ[ℂ] E} {e : ℝ}
    (hH : H.IsSymmetric) (he : IsGroundEnergy H e) (y : E) :
    (∃ s : ℝ, 0 ≤ s ∧ inner ℂ y (H y - (e : ℂ) • y) = (s : ℂ)) ∧
      (inner ℂ y (H y - (e : ℂ) • y) = 0 → H y = (e : ℂ) • y) := by
  -- an orthonormal eigenbasis, with all eigenvalues at or above `e`
  obtain ⟨b, ev, hb, hev⟩ : ∃ (b : OrthonormalBasis (Fin (Module.finrank ℂ E)) ℂ E)
      (ev : Fin (Module.finrank ℂ E) → ℝ),
      (∀ i, H (b i) = (ev i : ℂ) • b i) ∧ ∀ i, e ≤ ev i :=
    ⟨hH.eigenvectorBasis rfl, hH.eigenvalues rfl,
      fun i => hH.apply_eigenvectorBasis rfl i,
      fun i => he.2 (hH.hasEigenvalue_eigenvalues rfl i)⟩
  have hcomp : ∀ i, inner ℂ (b i) (H y - (e : ℂ) • y) =
      ((ev i - e : ℝ) : ℂ) * inner ℂ (b i) y := by
    intro i
    rw [inner_sub_right, ← hH (b i) y, hb i, inner_smul_left, inner_smul_right,
      Complex.conj_ofReal, Complex.ofReal_sub]
    ring
  have hsum : inner ℂ y (H y - (e : ℂ) • y) =
      ((∑ i, (ev i - e) * ‖inner ℂ (b i) y‖ ^ 2 : ℝ) : ℂ) := by
    rw [← b.sum_inner_mul_inner, Complex.ofReal_sum]
    refine Finset.sum_congr rfl fun i _ => ?_
    rw [hcomp i, ← inner_conj_symm y (b i), Complex.ofReal_mul, Complex.ofReal_pow,
      ← Complex.conj_mul']
    ring
  have hpos : ∀ i, 0 ≤ (ev i - e) * ‖inner ℂ (b i) y‖ ^ 2 := fun i =>
    mul_nonneg (sub_nonneg.mpr (hev i)) (sq_nonneg _)
  refine ⟨⟨_, Finset.sum_nonneg fun i _ => hpos i, hsum⟩, fun hz => ?_⟩
  -- a vanishing sum of non-negative terms vanishes term by term
  rw [hsum] at hz
  have hterm := (Finset.sum_eq_zero_iff_of_nonneg fun i _ => hpos i).mp
    (Complex.ofReal_eq_zero.mp hz)
  apply sub_eq_zero.mp
  rw [← b.sum_repr' (H y - (e : ℂ) • y)]
  refine Finset.sum_eq_zero fun i _ => ?_
  rw [hcomp i]
  rcases mul_eq_zero.mp (hterm i (Finset.mem_univ i)) with h | h
  · rw [h, Complex.ofReal_zero, zero_mul, zero_smul]
  · rw [norm_eq_zero.mp ((pow_eq_zero_iff two_ne_zero).mp h), mul_zero, zero_smul]

/-- On a finite-dimensional space, for Hermitian `H` with lowest eigenvalue `e`, every root `w` of
`V c = w G c` with `G c ≠ 0` is real and at least `e - E0`. -/
theorem ekt_upper_bound [FiniteDimensional ℂ E] {H : E →ₗ[ℂ] E} {e E0 : ℝ}
    {x : ι → E} {c : ι → ℂ} {w : ℂ} (hH : H.IsSymmetric) (he : IsGroundEnergy H e)
    (h : koopmans H E0 x *ᵥ c = w • (overlap x *ᵥ c)) (hc : overlap x *ᵥ c ≠ 0) :
    w.im = 0 ∧ e - E0 ≤ w.re := by
  have hy : trial x c ≠ 0 := fun h0 => hc ((overlap_mulVec_eq_zero_iff x c).mpr h0)
  have hn : 0 < ‖trial x c‖ ^ 2 := pow_pos (norm_pos_iff.mpr hy) 2
  obtain ⟨s, hs, hval⟩ := (variational_principle hH he (trial x c)).1
  have hk := (root_excess h e).trans hval
  -- compare imaginary and real parts
  have him := congrArg Complex.im hk
  have hre := congrArg Complex.re hk
  rw [Complex.im_mul_ofReal, Complex.sub_im, Complex.ofReal_im, Complex.ofReal_im,
    sub_zero] at him
  rw [Complex.re_mul_ofReal, Complex.sub_re, Complex.ofReal_re, Complex.ofReal_re] at hre
  refine ⟨(mul_eq_zero.mp him).resolve_right hn.ne', ?_⟩
  by_contra hlt
  have := mul_neg_of_neg_of_pos (sub_neg.mpr (not_le.mp hlt)) hn
  linarith

/-- On a finite-dimensional space, for Hermitian `H` with lowest eigenvalue `e`, a root `w` of
`V c = w G c` with `G c ≠ 0` equals `e - E0` exactly when its trial state `y` satisfies `H y = e y`.
-/
theorem ekt_exact_iff [FiniteDimensional ℂ E] {H : E →ₗ[ℂ] E} {e E0 : ℝ}
    {x : ι → E} {c : ι → ℂ} {w : ℂ} (hH : H.IsSymmetric) (he : IsGroundEnergy H e)
    (h : koopmans H E0 x *ᵥ c = w • (overlap x *ᵥ c)) (hc : overlap x *ᵥ c ≠ 0) :
    w = ((e - E0 : ℝ) : ℂ) ↔ H (trial x c) = (e : ℂ) • trial x c := by
  have hk := root_excess h e
  constructor
  · intro hw
    apply (variational_principle hH he (trial x c)).2
    rw [← hk, hw, sub_self, zero_mul]
  · intro hy
    rw [hy, sub_self, inner_zero_right] at hk
    have hne : trial x c ≠ 0 := fun h0 => hc ((overlap_mulVec_eq_zero_iff x c).mpr h0)
    have hn : ((‖trial x c‖ ^ 2 : ℝ) : ℂ) ≠ 0 :=
      Complex.ofReal_ne_zero.mpr (pow_ne_zero 2 (norm_ne_zero_iff.mpr hne))
    exact sub_eq_zero.mp ((mul_eq_zero.mp hk).resolve_right hn)

/-- If a nonzero trial state is an eigenvector of `H` with real eigenvalue `μ`, then its
coefficients solve `V c = (μ - E0) G c` with `G c ≠ 0`. -/
theorem ekt_attained {H : E →ₗ[ℂ] E} {μ : ℝ} (E0 : ℝ) {x : ι → E} {c : ι → ℂ}
    (hy : H (trial x c) = (μ : ℂ) • trial x c) (hne : trial x c ≠ 0) :
    koopmans H E0 x *ᵥ c = ((μ - E0 : ℝ) : ℂ) • (overlap x *ᵥ c) ∧
      overlap x *ᵥ c ≠ 0 := by
  refine ⟨?_, fun h0 => hne ((overlap_mulVec_eq_zero_iff x c).mp h0)⟩
  funext i
  rw [koopmans_mulVec, Pi.smul_apply, overlap_mulVec, hy, ← sub_smul, inner_smul_right,
    smul_eq_mul, Complex.ofReal_sub]

/-- Let `HN Ψ = E0 Ψ`, let the linear maps `a_i` lead from the space of `Ψ` to the
finite-dimensional space of a Hermitian `H` with lowest eigenvalue `e`, and let
`G_ij = ⟨a_i Ψ, a_j Ψ⟩`. Every root `w` of the matrix `⟨a_i Ψ, (H a_j - a_j HN) Ψ⟩` relative to `G`,
with `G c ≠ 0`, is real and at least `e - E0`. -/
theorem ekt_ionisation [FiniteDimensional ℂ E] {F : Type*} [AddCommGroup F] [Module ℂ F]
    {H : E →ₗ[ℂ] E} {HN : F →ₗ[ℂ] F} {a : ι → F →ₗ[ℂ] E} {Ψ : F} {e E0 : ℝ}
    {c : ι → ℂ} {w : ℂ} (hH : H.IsSymmetric) (he : IsGroundEnergy H e)
    (hΨ : HN Ψ = (E0 : ℂ) • Ψ)
    (h : (Matrix.of fun i j => inner ℂ (a i Ψ) (H (a j Ψ) - a j (HN Ψ))) *ᵥ c =
      w • (overlap (fun i => a i Ψ) *ᵥ c))
    (hc : overlap (fun i => a i Ψ) *ᵥ c ≠ 0) :
    w.im = 0 ∧ e - E0 ≤ w.re := by
  -- on the eigenstate `Ψ` the commutator matrix is the Koopmans matrix
  have hV : (Matrix.of fun i j => inner ℂ (a i Ψ) (H (a j Ψ) - a j (HN Ψ))) =
      koopmans H E0 (fun i => a i Ψ) := by
    ext i j
    simp only [koopmans, Matrix.of_apply, hΨ, map_smul]
  rw [hV] at h
  exact ekt_upper_bound hH he h hc

end

end ExtendedKoopmans
```

```lean
#print axioms ExtendedKoopmans.ekt_upper_bound
#print axioms ExtendedKoopmans.ekt_exact_iff
#print axioms ExtendedKoopmans.ekt_attained
#print axioms ExtendedKoopmans.ekt_ionisation
```

```
'ExtendedKoopmans.ekt_upper_bound' depends on axioms: [propext, Classical.choice, Quot.sound]
'ExtendedKoopmans.ekt_exact_iff' depends on axioms: [propext, Classical.choice, Quot.sound]
'ExtendedKoopmans.ekt_attained' depends on axioms: [propext, Classical.choice, Quot.sound]
'ExtendedKoopmans.ekt_ionisation' depends on axioms: [propext, Classical.choice, Quot.sound]
```

## From residual to bound

`overlap_mulVec` and `koopmans_mulVec` compute the components of $Gc$ and $Vc$. `trial_orthogonal` carries out the sum with $c_i^*$; it also supplies the harder direction of `overlap_mulVec_eq_zero_iff`.

In `root_excess`, `hres` states that the residual $(H-E_0-w)y$ is orthogonal to $y$, and `linear_combination` rearranges this into the identity for $w-(e-E_0)$. There $e$ may be any real number, and $H$ need not be Hermitian.

Hermiticity enters in `variational_principle`: `hcomp` finds the components of $(H-e)y$ in the eigenbasis, `hsum` assembles the weighted sum, and `hterm` extracts the vanishing of each term.

`ekt_upper_bound` compares imaginary and real parts of the identity, using $\|y\|^2>0$. `ekt_exact_iff` reads the same identity at zero, and `ekt_attained` substitutes $Hy=\mu y$ into the components. Finally, `ekt_ionisation` uses $H_N\Psi=E_0\Psi$ to turn its matrix into `koopmans` and applies the bound.
